# A gauge that keeps a matrix-product tensor left-canonical need not be a multiple of a unitary

A matrix-product tensor with matrices A^s is left-canonical when ∑ₛ (A^s)ᴴ A^s = 1, and an invertible gauge matrix G turns each A^s into G A^s G⁻¹. The theorem `scalar_fixed_points_needed` takes the tensor whose only component is the 2 × 2 identity, so that the physical dimension is one and the bond dimension two, and the gauge G = diag(1, 2). It states that the transformed tensor is left-canonical, although G is not a positive multiple of a unitary matrix. For the first claim the proof uses an earlier lemma, by which it is enough that the transfer map X ↦ ∑ₛ (A^s)ᴴ X A^s fixes Gᴴ G, and here that map is the identity. For the second it supposes that G is such a multiple, so that Gᴴ G = c · 1 for some number c, and seeks a contradiction by comparing the two diagonal entries, which are 1 and 4.

The first attempt, which Lean rejects:

```lean
import Mathlib

open Matrix

namespace ScalarFixedPointsNeeded

noncomputable section

variable {n ι : Type*} [Fintype n] [DecidableEq n] [Fintype ι]

/-- The gauge-transformed tensor `G A^s G⁻¹`, for an invertible matrix `G`. -/
def gauge (G : Matrix n n ℂ) (A : ι → Matrix n n ℂ) : ι → Matrix n n ℂ :=
  fun s => G * A s * G⁻¹

/-- The transfer map `X ↦ ∑ₛ (A^s)ᴴ X A^s` of a matrix-product tensor. -/
def leftTransfer (A : ι → Matrix n n ℂ) (X : Matrix n n ℂ) : Matrix n n ℂ :=
  ∑ s, (A s)ᴴ * X * A s

/-- A tensor is left-canonical when `∑ₛ (A^s)ᴴ A^s = 1`. -/
def IsLeftCanonical (A : ι → Matrix n n ℂ) : Prop :=
  ∑ s, (A s)ᴴ * A s = 1

/-- The matrix `G` is a positive multiple of a unitary matrix. -/
def IsScaledUnitary (G : Matrix n n ℂ) : Prop :=
  ∃ r : ℝ, 0 < r ∧ ∃ U ∈ Matrix.unitaryGroup n ℂ, G = (r : ℂ) • U

/-- For invertible `G`, the map `X ↦ Gᴴ X G` intertwines the transfer maps of the
gauge-transformed and the original tensor. -/
theorem transfer_gauge {G : Matrix n n ℂ} (hG : IsUnit G) (A : ι → Matrix n n ℂ)
    (X : Matrix n n ℂ) :
    Gᴴ * leftTransfer (gauge G A) X * G = leftTransfer A (Gᴴ * X * G) := by
  have h : G⁻¹ * G = 1 := nonsing_inv_mul G ((isUnit_iff_isUnit_det G).mp hG)
  have h' : Gᴴ * (G⁻¹)ᴴ = 1 := by rw [← conjTranspose_mul, h, conjTranspose_one]
  simp only [leftTransfer, gauge, Finset.mul_sum, Finset.sum_mul]
  refine Finset.sum_congr rfl fun s _ => ?_
  -- the inner gauge factors cancel on both sides
  calc Gᴴ * ((G * A s * G⁻¹)ᴴ * X * (G * A s * G⁻¹)) * G
      = (Gᴴ * (G⁻¹)ᴴ) * ((A s)ᴴ * (Gᴴ * X * G) * A s) * (G⁻¹ * G) := by
        simp only [conjTranspose_mul, Matrix.mul_assoc]
    _ = (A s)ᴴ * (Gᴴ * X * G) * A s := by rw [h, h', one_mul, mul_one]

/-- For invertible `G`, a matrix `X` is fixed by the transfer map of the gauge-transformed
tensor exactly when `Gᴴ X G` is fixed by that of the original tensor. -/
theorem fixed_gauge_iff {G : Matrix n n ℂ} (hG : IsUnit G) (A : ι → Matrix n n ℂ)
    (X : Matrix n n ℂ) :
    leftTransfer (gauge G A) X = X ↔ leftTransfer A (Gᴴ * X * G) = Gᴴ * X * G := by
  have hG' : IsUnit Gᴴ := hG.star
  rw [← transfer_gauge hG]
  constructor
  · intro h
    rw [h]
  · intro h
    exact hG'.mul_left_cancel (hG.mul_right_cancel h)

/-- For invertible `G`, the tensor `G A^s G⁻¹` is left-canonical exactly when `Gᴴ G` is a
fixed point of the transfer map of `A`. -/
theorem leftCanonical_gauge_iff {G : Matrix n n ℂ} (hG : IsUnit G)
    (A : ι → Matrix n n ℂ) :
    IsLeftCanonical (gauge G A) ↔ leftTransfer A (Gᴴ * G) = Gᴴ * G := by
  have h := fixed_gauge_iff hG A 1
  rw [mul_one] at h
  rw [← h]
  simp only [IsLeftCanonical, leftTransfer, mul_one]

/-- If `G` is a positive multiple of a unitary, then `Gᴴ G` is a multiple of the identity. -/
theorem IsScaledUnitary.gram {G : Matrix n n ℂ} (h : IsScaledUnitary G) :
    ∃ c : ℂ, Gᴴ * G = c • (1 : Matrix n n ℂ) := by
  obtain ⟨r, -, U, hU, rfl⟩ := h
  have hU' : Uᴴ * U = 1 := mem_unitaryGroup_iff'.mp hU
  exact ⟨star (r : ℂ) * r, by
    rw [conjTranspose_smul, Matrix.smul_mul, Matrix.mul_smul, smul_smul, hU']⟩

/-- For the one-component tensor `A = 1` of bond dimension two, the gauge `G = diag(1, 2)` gives
a left-canonical tensor although `G` is not a positive multiple of a unitary. -/
theorem scalar_fixed_points_needed :
    IsLeftCanonical (gauge !![1, 0; 0, 2] (fun _ : Fin 1 => (1 : Matrix (Fin 2) (Fin 2) ℂ))) ∧
      ¬ IsScaledUnitary (!![1, 0; 0, 2] : Matrix (Fin 2) (Fin 2) ℂ) := by
  constructor
  · have hG : IsUnit (!![1, 0; 0, 2] : Matrix (Fin 2) (Fin 2) ℂ) := by
      rw [isUnit_iff_isUnit_det, det_fin_two_of]
      norm_num
    rw [leftCanonical_gauge_iff hG]
    simp only [leftTransfer, conjTranspose_one, one_mul, mul_one, Fin.sum_univ_one]
  · intro h
    obtain ⟨c, hc⟩ := h.gram
    -- the two diagonal entries of Gᴴ G would have to agree
    have h0 := congrFun (congrFun hc 0) 0
    have h1 := congrFun (congrFun hc 1) 1
    simp [Matrix.mul_apply, Fin.sum_univ_succ] at h0 h1
    rw [← h0] at h1
    norm_num at h1

end

end ScalarFixedPointsNeeded
```

Lean reports:

```
Main.lean:84:2: error: unsolved goals
case right
h : IsScaledUnitary !![1, 0; 0, 2]
c : ℂ
hc : !![1, 0; 0, 2]ᴴ * !![1, 0; 0, 2] = c • 1
h0 : 1 = c
h1 : (starRingEnd ℂ) 2 * 2 = 1
⊢ False
```

Diagnosis. The error says that the second half of the proof ends with its goal, `False`, still open. The comparison of entries has gone as planned: `h0` says that c is 1, and `h1` has become `(starRingEnd ℂ) 2 * 2 = 1`. Here `starRingEnd ℂ` is complex conjugation, so the equation says that 4 = 1 and is false. But Lean has to know that the conjugate of 2 is 2 before it can do the arithmetic, and neither `simp` nor the closing `norm_num` has made that simplification here. The contradiction therefore stays hidden in `h1`.

The repair proves the missing fact as `h2`. It writes 2 as 1 + 1 and uses that conjugation preserves sums (`map_add`) and the number one (`map_one`). The changed `rw` still replaces c by 1, and now also uses `h2` to remove the conjugation. This leaves `2 * 2 = 1` in `h1`, which `norm_num` refutes, and that closes the goal.

The change, after which it compiles:

```diff
@@ -88,5 +88,7 @@
     have h1 := congrFun (congrFun hc 1) 1
     simp [Matrix.mul_apply, Fin.sum_univ_succ] at h0 h1
-    rw [← h0] at h1
+    have h2 : (starRingEnd ℂ) 2 = 2 := by
+      rw [← one_add_one_eq_two, map_add, map_one]
+    rw [← h0, h2] at h1
     norm_num at h1
 
```
